# Volume and surface of a decreasing radial cavity are averages over its level spheres, and the surface varies with weight 2/r

Let s be a C¹ profile on [0,R], R > 0, with s(0) = 1, s(R) = 0 and s′(r) < 0 for 0 < r < R. Let ρ(u) be the radius at which s takes the value u. The cavity's volume V and surface S satisfy

V = ∫₀ᴿ 4πr² s dr = ∫₀¹ (4π/3) ρ(u)³ du

S = ∫₀ᴿ 4πr² |s′| dr = ∫₀¹ 4π ρ(u)² du

If h is C¹ on [0,R] and h(R) = 0, then

d/dε S[s + εh] at ε = 0 equals ∫₀ᴿ 4πr² (2/r) h dr.

The slope of s may vanish at r = 0 and r = R, as it does for many smooth switching functions.

## The potential from γS + pV

A continuum-solvation code can model nonelectrostatic terms by an energy γS + pV, where γ is an effective surface tension and p an energy per unit volume, that is, a pressure. If s depends on the electron density, the derivative of this energy with respect to s enters the self-consistent potential through the chain rule. For a spherical cavity whose profile decreases strictly from the centre to a fixed outer radius, that derivative, per unit volume, is p + 2γ/r, which gives a reference for a routine written for general shapes. The weight 2/r is the sum of the two principal curvatures of a sphere of radius r and does not depend on the profile.

## From level spheres to the curvature weight

Since s is continuous and its slope is negative inside the interval, s decreases strictly. It takes the values 1 and 0 at the ends, so it maps [0,R] one-to-one onto [0,1], and ρ is its inverse.

Substitute u = s(r), du = s′(r) dr. As u runs from 0 to 1, r runs from R to 0, so for a continuous weight g

∫₀¹ g(ρ(u)) du = ∫₀ᴿ g(r) |s′(r)| dr.

The choice g(r) = 4πr² gives the surface formula.

For the volume, take any C¹ function f with f(R) = 0 and any integer n ≥ 0. Integrate

(rⁿ⁺¹ f)′ = (n+1) rⁿ f + rⁿ⁺¹ f′

over [0,R]. The left side gives zero, because f vanishes at R and rⁿ⁺¹ vanishes at 0. Hence

∫₀ᴿ rⁿ⁺¹ (−f′) dr = (n+1) ∫₀ᴿ rⁿ f dr.

With n = 2 and f = s,

V = (4π/3) ∫₀ᴿ 3r² s dr = ∫₀ᴿ (4π/3) r³ |s′| dr,

and the substitution with g(r) = 4πr³/3 gives the average over levels.

For the variation, write

S[s + εh] = ∫₀ᴿ 4πr² |s′ + εh′| dr.

At a fixed interior radius s′ < 0, so for small enough ε the absolute value is −(s′ + εh′), with derivative −h′. How small ε must be depends on r, because s′ may tend to zero at the ends. The difference quotient is nevertheless bounded at every radius:

| |s′ + εh′| − |s′| | / |ε| ≤ |h′|.

Dominated convergence therefore lets the derivative pass under the integral. Integration by parts with n = 1 and f = h then gives

−∫₀ᴿ 4πr² h′ dr = ∫₀ᴿ 8πr h dr = ∫₀ᴿ 4πr² (2/r) h dr.

The volume is linear in s, so its derivative is ∫₀ᴿ 4πr² h dr. Adding the two contributions gives

d/dε (γS + pV) at ε = 0 equals ∫₀ᴿ 4πr² (p + 2γ/r) h dr.

## Lean file

```lean
import Mathlib

open MeasureTheory Set
open scoped Real Topology

namespace SmoothCavity

noncomputable section

variable {R : ℝ} {s h ρ : ℝ → ℝ}

/-- The radial derivative of a profile on `[0, R]`, one-sided at the two ends, for `R > 0`. -/
def radialSlope (R : ℝ) (f : ℝ → ℝ) (r : ℝ) : ℝ := derivWithin f (Icc 0 R) r

/-- A smooth radial cavity: a C¹ profile on `[0, R]` that falls from one at the centre to zero
at `R`, with negative slope in between. -/
structure IsCavity (R : ℝ) (s : ℝ → ℝ) : Prop where
  pos : 0 < R
  smooth : ContDiffOn ℝ 1 s (Icc 0 R)
  slope_neg : ∀ r ∈ Ioo 0 R, radialSlope R s r < 0
  center : s 0 = 1
  edge : s R = 0

/-- The volume of a cavity, the integral of its profile over the ball of radius `R`. -/
def cavityVolume (R : ℝ) (s : ℝ → ℝ) : ℝ := ∫ r in 0..R, 4 * π * r ^ 2 * s r

/-- The surface of a cavity, the integral over the ball of radius `R` of the size of its gradient.
-/
def cavitySurface (R : ℝ) (s : ℝ → ℝ) : ℝ :=
  ∫ r in 0..R, 4 * π * r ^ 2 * |radialSlope R s r|

/-- A C¹ profile on `[0, R]` has the radial slope as its derivative within `[0, R]`. -/
theorem hasSlope {f : ℝ → ℝ} (hf : ContDiffOn ℝ 1 f (Icc 0 R)) {r : ℝ} (hr : r ∈ Icc 0 R) :
    HasDerivWithinAt f (radialSlope R f r) (Icc 0 R) r :=
  (hf.differentiableOn (by norm_num) r hr).hasDerivWithinAt

/-- The profile of a cavity decreases strictly from the centre to the edge. -/
theorem IsCavity.strictAntiOn (hs : IsCavity R s) : StrictAntiOn s (Icc 0 R) := by
  refine strictAntiOn_of_deriv_neg (convex_Icc 0 R) hs.smooth.continuousOn fun r hr => ?_
  rw [interior_Icc] at hr
  rw [((hasSlope hs.smooth (Ioo_subset_Icc_self hr)).hasDerivAt
    (Icc_mem_nhds hr.1 hr.2)).deriv]
  exact hs.slope_neg r hr

/-- Let `ρ u` be the radius at which the cavity profile has the value `u`. The integral of
`g (ρ u)` over all levels `u` is the radial integral of `g` weighted by the size of the slope. -/
theorem integral_over_levels (hs : IsCavity R s) (hρ : LeftInvOn ρ s (Icc 0 R)) (g : ℝ → ℝ) :
    ∫ u in (0 : ℝ)..1, g (ρ u) = ∫ r in 0..R, g r * |radialSlope R s r| := by
  -- the profile maps `[0, R]` onto `[0, 1]`
  have himg : s '' Icc 0 R = Icc 0 1 := by
    apply Subset.antisymm
    · rintro _ ⟨r, hr, rfl⟩
      have h1 := hs.strictAntiOn.antitoneOn hr (right_mem_Icc.mpr hs.pos.le) hr.2
      have h0 := hs.strictAntiOn.antitoneOn (left_mem_Icc.mpr hs.pos.le) hr hr.1
      rw [hs.edge] at h1
      rw [hs.center] at h0
      exact ⟨h1, h0⟩
    · have hiv := intermediate_value_Icc' hs.pos.le hs.smooth.continuousOn
      rwa [hs.edge, hs.center] at hiv
  -- change of variables `u = s r`
  have key := integral_image_eq_integral_abs_deriv_smul measurableSet_Icc
    (fun r hr => hasSlope hs.smooth hr) hs.strictAntiOn.injOn (fun u => g (ρ u))
  rw [himg] at key
  rw [intervalIntegral.integral_of_le zero_le_one, intervalIntegral.integral_of_le hs.pos.le,
    ← integral_Icc_eq_integral_Ioc, ← integral_Icc_eq_integral_Ioc, key]
  refine setIntegral_congr_fun measurableSet_Icc fun r hr => ?_
  simp only [smul_eq_mul, hρ hr]
  ring

/-- Radial integration by parts for a C¹ profile on `[0, R]`, `R > 0`, that vanishes at `R`. -/
theorem shell_by_parts {f : ℝ → ℝ} (hR : 0 < R) (hf : ContDiffOn ℝ 1 f (Icc 0 R))
    (hfR : f R = 0) (n : ℕ) :
    ∫ r in 0..R, r ^ (n + 1) * -radialSlope R f r = ∫ r in 0..R, ((n : ℝ) + 1) * r ^ n * f r := by
  have hc : ContinuousOn (radialSlope R f) (Icc 0 R) :=
    hf.continuousOn_derivWithin (uniqueDiffOn_Icc hR) (by norm_num)
  have hp : ContinuousOn (fun r : ℝ => r ^ (n + 1)) (Icc 0 R) := by fun_prop
  have hq : ContinuousOn (fun r : ℝ => ((n : ℝ) + 1) * r ^ n) (Icc 0 R) := by fun_prop
  have c1 : IntervalIntegrable (fun r => ((n : ℝ) + 1) * r ^ n * f r) volume 0 R :=
    ContinuousOn.intervalIntegrable_of_Icc hR.le (hq.mul hf.continuousOn)
  have c2 : IntervalIntegrable (fun r => r ^ (n + 1) * -radialSlope R f r) volume 0 R :=
    ContinuousOn.intervalIntegrable_of_Icc hR.le (hp.mul hc.neg)
  have key : (∫ r in 0..R, ((n : ℝ) + 1) * r ^ n * f r)
      - (∫ r in 0..R, r ^ (n + 1) * -radialSlope R f r)
      = R ^ (n + 1) * f R - 0 ^ (n + 1) * f 0 := by
    rw [← intervalIntegral.integral_sub c1 c2]
    refine intervalIntegral.integral_eq_sub_of_hasDerivAt_of_le hR.le
      (f := fun r => r ^ (n + 1) * f r) (hp.mul hf.continuousOn) (fun r hr => ?_) (c1.sub c2)
    have hd := (hasSlope hf (Ioo_subset_Icc_self hr)).hasDerivAt (Icc_mem_nhds hr.1 hr.2)
    refine ((hasDerivAt_pow (n + 1) r).fun_mul hd).congr_deriv ?_
    rw [Nat.add_sub_cancel]
    push_cast
    ring
  -- both boundary terms vanish
  have e : R ^ (n + 1) * f R - 0 ^ (n + 1) * f 0 = 0 := by simp [hfR]
  linarith

/-- The volume of a cavity is the average over levels of the volumes of the balls enclosed by
its level spheres. -/
theorem volume_eq_levels (hs : IsCavity R s) (hρ : LeftInvOn ρ s (Icc 0 R)) :
    cavityVolume R s = ∫ u in (0 : ℝ)..1, 4 * π * ρ u ^ 3 / 3 := by
  calc cavityVolume R s
      = 4 * π / 3 * ∫ r in 0..R, (((2 : ℕ) : ℝ) + 1) * r ^ 2 * s r := by
        rw [cavityVolume, ← intervalIntegral.integral_const_mul]
        refine intervalIntegral.integral_congr fun r _ => ?_
        push_cast
        ring
    _ = 4 * π / 3 * ∫ r in 0..R, r ^ (2 + 1) * -radialSlope R s r := by
        rw [shell_by_parts hs.pos hs.smooth hs.edge 2]
    _ = ∫ r in 0..R, 4 * π * r ^ 3 / 3 * |radialSlope R s r| := by
        rw [← intervalIntegral.integral_const_mul]
        refine intervalIntegral.integral_congr fun r _ => ?_
        have hn : radialSlope R s r ≤ 0 := hs.strictAntiOn.antitoneOn.derivWithin_nonpos
        rw [abs_of_nonpos hn]
        ring
    _ = ∫ u in (0 : ℝ)..1, 4 * π * ρ u ^ 3 / 3 :=
        (integral_over_levels hs hρ (fun r => 4 * π * r ^ 3 / 3)).symm

/-- The surface of a cavity is the average over levels of the areas of its level spheres. -/
theorem surface_eq_levels (hs : IsCavity R s) (hρ : LeftInvOn ρ s (Icc 0 R)) :
    cavitySurface R s = ∫ u in (0 : ℝ)..1, 4 * π * ρ u ^ 2 :=
  (integral_over_levels hs hρ (fun r => 4 * π * r ^ 2)).symm

/-- When a cavity profile is changed by a small multiple of a C¹ function `h` with `h R = 0`, its
surface varies at first order as the integral of `(2 / r) h` over the ball of radius `R`. -/
theorem surface_variation (hs : IsCavity R s) (hh : ContDiffOn ℝ 1 h (Icc 0 R))
    (hhR : h R = 0) :
    HasDerivAt (fun ε : ℝ => cavitySurface R (fun r => s r + ε * h r))
      (∫ r in 0..R, 4 * π * r ^ 2 * (2 / r) * h r) 0 := by
  have hu := uniqueDiffOn_Icc hs.pos
  have cs : ContinuousOn (radialSlope R s) (Icc 0 R) :=
    hs.smooth.continuousOn_derivWithin hu (by norm_num)
  have ch : ContinuousOn (radialSlope R h) (Icc 0 R) :=
    hh.continuousOn_derivWithin hu (by norm_num)
  have cw : ContinuousOn (fun r : ℝ => 4 * π * r ^ 2) (Icc 0 R) := by fun_prop
  have hF : ∀ ε : ℝ, IntervalIntegrable
      (fun r => 4 * π * r ^ 2 * |radialSlope R s r + ε * radialSlope R h r|) volume 0 R :=
    fun ε => ContinuousOn.intervalIntegrable_of_Icc hs.pos.le
      (cw.mul (cs.add (continuousOn_const.mul ch)).abs)
  have hF' : IntervalIntegrable (fun r => 4 * π * r ^ 2 * -radialSlope R h r) volume 0 R :=
    ContinuousOn.intervalIntegrable_of_Icc hs.pos.le (cw.mul ch.neg)
  have hB : IntervalIntegrable (fun r => 4 * π * r ^ 2 * |radialSlope R h r|) volume 0 R :=
    ContinuousOn.intervalIntegrable_of_Icc hs.pos.le (cw.mul ch.abs)
  -- the slope is linear in the profile
  have hS : (fun ε : ℝ => cavitySurface R (fun r => s r + ε * h r)) = fun ε : ℝ =>
      ∫ r in 0..R, 4 * π * r ^ 2 * |radialSlope R s r + ε * radialSlope R h r| := by
    funext ε
    refine intervalIntegral.integral_congr fun r hr => ?_
    rw [uIcc_of_le hs.pos.le] at hr
    have hd : radialSlope R (fun r => s r + ε * h r) r
        = radialSlope R s r + ε * radialSlope R h r :=
      ((hasSlope hs.smooth hr).fun_add ((hasSlope hh hr).const_mul ε)).derivWithin (hu r hr)
    rw [hd]
  -- integration by parts produces the weight `2 / r`
  have hI : ∫ r in 0..R, 4 * π * r ^ 2 * (2 / r) * h r
      = ∫ r in 0..R, 4 * π * r ^ 2 * -radialSlope R h r := by
    have hb := congrArg (fun x => 4 * π * x) (shell_by_parts hs.pos hh hhR 1)
    simp only [← intervalIntegral.integral_const_mul] at hb
    refine Eq.trans ?_ (hb.symm.trans ?_)
    · refine intervalIntegral.integral_congr fun r _ => ?_
      rcases eq_or_ne r 0 with rfl | hr
      · simp
      · push_cast
        field_simp
        ring
    · refine intervalIntegral.integral_congr fun r _ => ?_
      ring
  rw [hS, hI]
  -- differentiate under the integral, with a Lipschitz bound in `ε`
  refine (intervalIntegral.hasDerivAt_integral_of_dominated_loc_of_lip
    (bound := fun r => 4 * π * r ^ 2 * |radialSlope R h r|)
    (Metric.ball_mem_nhds (0 : ℝ) one_pos)
    (Filter.Eventually.of_forall fun ε => (intervalIntegrable_iff.mp (hF ε)).aestronglyMeasurable)
    (hF 0) (intervalIntegrable_iff.mp hF').aestronglyMeasurable ?_ hB ?_).2
  · refine Filter.Eventually.of_forall fun r _ => LipschitzOnWith.of_dist_le_mul ?_
    intro x _ y _
    have hw : 0 ≤ 4 * π * r ^ 2 := by positivity
    have hl : |(|radialSlope R s r + x * radialSlope R h r|
        - |radialSlope R s r + y * radialSlope R h r|)| ≤ |radialSlope R h r| * |x - y| := by
      rw [← abs_mul, show radialSlope R h r * (x - y) = (radialSlope R s r
        + x * radialSlope R h r) - (radialSlope R s r + y * radialSlope R h r) by ring]
      simpa only [Real.norm_eq_abs] using abs_norm_sub_norm_le
        (radialSlope R s r + x * radialSlope R h r) (radialSlope R s r + y * radialSlope R h r)
    rw [Real.dist_eq, Real.dist_eq, Real.coe_nnabs, ← mul_sub, abs_mul (4 * π * r ^ 2),
      abs_of_nonneg hw, abs_of_nonneg (mul_nonneg hw (abs_nonneg (radialSlope R h r))),
      mul_assoc (4 * π * r ^ 2)]
    exact mul_le_mul_of_nonneg_left hl hw
  · filter_upwards [Measure.ae_ne volume R] with r hne hr
    rw [uIoc_of_le hs.pos.le] at hr
    have hneg := hs.slope_neg r ⟨hr.1, lt_of_le_of_ne hr.2 hne⟩
    have hin : HasDerivAt (fun ε : ℝ => radialSlope R s r + ε * radialSlope R h r)
        (1 * radialSlope R h r) 0 :=
      ((hasDerivAt_id' (0 : ℝ)).mul_const _).const_add _
    have habs : HasDerivAt (fun ε : ℝ => |radialSlope R s r + ε * radialSlope R h r|)
        (-1 * (1 * radialSlope R h r)) 0 :=
      HasDerivAt.comp (0 : ℝ) (hasDerivAt_abs_neg (by simpa using hneg)) hin
    exact (habs.const_mul (4 * π * r ^ 2)).congr_deriv (by ring)

/-- For a cavity energy `γ` times surface plus `p` times volume, a C¹ change `h` of the profile
with `h R = 0` gives the first-order variation `∫ 4 π r² (p + 2 γ / r) h`. -/
theorem energy_variation (hs : IsCavity R s) (hh : ContDiffOn ℝ 1 h (Icc 0 R))
    (hhR : h R = 0) (γ p : ℝ) :
    HasDerivAt (fun ε : ℝ => γ * cavitySurface R (fun r => s r + ε * h r)
        + p * cavityVolume R (fun r => s r + ε * h r))
      (∫ r in 0..R, 4 * π * r ^ 2 * (p + 2 * γ / r) * h r) 0 := by
  have cw : ContinuousOn (fun r : ℝ => 4 * π * r ^ 2) (Icc 0 R) := by fun_prop
  have c8 : ContinuousOn (fun r : ℝ => 8 * π * r) (Icc 0 R) := by fun_prop
  have is : IntervalIntegrable (fun r => 4 * π * r ^ 2 * s r) volume 0 R :=
    ContinuousOn.intervalIntegrable_of_Icc hs.pos.le (cw.mul hs.smooth.continuousOn)
  have ih : IntervalIntegrable (fun r => 4 * π * r ^ 2 * h r) volume 0 R :=
    ContinuousOn.intervalIntegrable_of_Icc hs.pos.le (cw.mul hh.continuousOn)
  have i8 : IntervalIntegrable (fun r => 4 * π * r ^ 2 * (2 / r) * h r) volume 0 R := by
    have hw : ∀ r : ℝ, 4 * π * r ^ 2 * (2 / r) = 8 * π * r := by
      intro r
      rcases eq_or_ne r 0 with rfl | hr
      · simp
      · field_simp
        norm_num
    simp only [hw]
    exact ContinuousOn.intervalIntegrable_of_Icc hs.pos.le (c8.mul hh.continuousOn)
  -- the volume is linear in the profile
  have hV : ∀ ε : ℝ, cavityVolume R (fun r => s r + ε * h r)
      = cavityVolume R s + ε * ∫ r in 0..R, 4 * π * r ^ 2 * h r := by
    intro ε
    rw [cavityVolume, cavityVolume, ← intervalIntegral.integral_const_mul,
      ← intervalIntegral.integral_add is (ih.const_mul ε)]
    refine intervalIntegral.integral_congr fun r _ => ?_
    ring
  have dV : HasDerivAt (fun ε : ℝ => cavityVolume R (fun r => s r + ε * h r))
      (1 * ∫ r in 0..R, 4 * π * r ^ 2 * h r) 0 := by
    simp only [hV]
    exact ((hasDerivAt_id' (0 : ℝ)).mul_const _).const_add _
  refine (((surface_variation hs hh hhR).const_mul γ).fun_add (dV.const_mul p)).congr_deriv ?_
  rw [one_mul, ← intervalIntegral.integral_const_mul, ← intervalIntegral.integral_const_mul,
    ← intervalIntegral.integral_add (i8.const_mul γ) (ih.const_mul p)]
  refine intervalIntegral.integral_congr fun r _ => ?_
  ring

/-- For `R > 0` the parabolic profile `1 - (r / R)²` is a cavity, and its level `u` lies at the
radius `R √(1 - u)`. -/
theorem parabolic_cavity_witness (hR : 0 < R) :
    IsCavity R (fun r => 1 - (r / R) ^ 2) ∧
      LeftInvOn (fun u => R * Real.sqrt (1 - u)) (fun r => 1 - (r / R) ^ 2) (Icc 0 R) := by
  refine ⟨⟨hR, ?_, fun r hr => ?_, by simp, by simp [hR.ne']⟩, fun r hr => ?_⟩
  · exact (contDiff_const.sub ((contDiff_id.div_const R).pow 2)).contDiffOn
  · have d : HasDerivAt (fun x : ℝ => 1 - (x / R) ^ 2) (-(2 * (r / R) * (1 / R))) r :=
      ((((hasDerivAt_id' r).div_const R).fun_pow 2).const_sub 1).congr_deriv (by norm_num)
    rw [radialSlope, d.hasDerivWithinAt.derivWithin
      (uniqueDiffOn_Icc hR r (Ioo_subset_Icc_self hr))]
    have h0 : 0 < r := hr.1
    have hpos : 0 < 2 * (r / R) * (1 / R) := by positivity
    linarith
  · beta_reduce
    rw [sub_sub_cancel, Real.sqrt_sq (div_nonneg hr.1 hR.le)]
    field_simp

end

end SmoothCavity
```

```lean
#print axioms SmoothCavity.volume_eq_levels
-- 'SmoothCavity.volume_eq_levels' depends on axioms: [propext, Classical.choice, Quot.sound]
#print axioms SmoothCavity.surface_eq_levels
-- 'SmoothCavity.surface_eq_levels' depends on axioms: [propext, Classical.choice, Quot.sound]
#print axioms SmoothCavity.energy_variation
-- 'SmoothCavity.energy_variation' depends on axioms: [propext, Classical.choice, Quot.sound]
```

## Cavities and variations in Lean

`IsCavity R s` collects the conditions on the profile. `radialSlope` is the derivative within [0,R], hence one-sided at the ends. `cavityVolume` and `cavitySurface` are the radial integrals for V and S. The hypothesis `LeftInvOn ρ s (Icc 0 R)` says that ρ(s(r)) = r on [0,R]. `HasDerivAt … 0` states that the derivative in ε exists at zero and has the given value.

`IsCavity.strictAntiOn` supplies monotonicity, and `integral_over_levels` combines the intermediate value theorem with a change of variables for injective maps. `shell_by_parts` is the integration by parts, used for both `volume_eq_levels` and `surface_variation`. The latter invokes dominated differentiation with the Lipschitz bound above; the endpoints, where the slope may vanish, do not affect the integral. `energy_variation` adds the linear volume term. `parabolic_cavity_witness` shows that s = 1 − (r/R)², with ρ(u) = R√(1−u), meets the conditions.

## Fixed radius, exact integrals and the edge condition

The theorems guarantee the two level formulas and the first-order change along each admissible h. They cover spherical cavities whose profile decreases strictly from the centre and reaches zero at a finite, fixed R, not profiles with a flat core or an infinite tail, nor general shapes. On a flat core s′ = 0, so the integrand of S changes by 4πr² |ε| |h′| and S need not be differentiable in ε. The integrals are continuous ones, with no bound on grid or quadrature error. The energy γS + pV is assumed as a model, and γ and p may be any real numbers. The derivative is with respect to s; if s depends on the electron density, a code must still apply the chain rule.

The condition h(R) = 0 matters. Take h = 1 everywhere. Adding a constant leaves the slope unchanged, so S as defined on [0,R] does not vary and its derivative is 0. The formula would give

∫₀ᴿ 8πr dr = 4πR².

The discrepancy is the boundary term lost in the integration by parts: the shifted profile no longer reaches zero at R, and the integral over [0,R] does not count the resulting jump.
